# Three points on the unit circle whose squared-distance matrix has rank 3

The theorem `circle_sharp` concerns three fixed positions in the plane, (1,0), (-1,0) and (0,1). It states that they all lie at one distance from some centre, and that the real 3 × 3 matrix of their squared Euclidean distances has rank 3. For the first part the attempt takes the origin as centre and 1 as radius, and checks each point in turn. For the second it uses `rank_three`, by which a 3 × 3 real matrix with non-zero determinant has rank 3, and asks `norm_num` to compute the determinant from the coordinates.

The failing Lean file:

```lean
import Mathlib

open Matrix

namespace SquaredDistanceRank

noncomputable section

variable {ι : Type*} [Fintype ι] {d : ℕ}

/-- The squared Euclidean distance between two positions in `d` dimensions. -/
def sqDist (u v : Fin d → ℝ) : ℝ := ∑ k, (u k - v k) ^ 2

/-- The matrix of squared distances between all pairs of points. -/
def distMatrix (x : ι → Fin d → ℝ) : Matrix ι ι ℝ :=
  Matrix.of fun i j => sqDist (x i) (x j)

/-- All points have the same distance `r` from some centre `c`. -/
def OnSphere (x : ι → Fin d → ℝ) : Prop :=
  ∃ (c : Fin d → ℝ) (r : ℝ), ∀ i, sqDist (x i) c = r ^ 2

private lemma rank_three (M : Matrix (Fin 3) (Fin 3) ℝ) (h : M.det ≠ 0) : M.rank = 3 := by
  have h1 := Matrix.rank_of_isUnit M
    ((Matrix.isUnit_iff_isUnit_det _).mpr (isUnit_iff_ne_zero.mpr h))
  simpa using h1

private lemma det_three (p q r : Fin d → ℝ) :
    (distMatrix ![p, q, r]).det = 2 * sqDist p q * sqDist q r * sqDist p r := by
  have self : ∀ u : Fin d → ℝ, sqDist u u = 0 := fun u => by simp [sqDist]
  have symm : ∀ u v : Fin d → ℝ, sqDist u v = sqDist v u := fun u v =>
    Finset.sum_congr rfl fun k _ => by ring
  rw [Matrix.det_fin_three]
  change sqDist p p * sqDist q q * sqDist r r - sqDist p p * sqDist q r * sqDist r q
    - sqDist p q * sqDist q p * sqDist r r + sqDist p q * sqDist q r * sqDist r p
    + sqDist p r * sqDist q p * sqDist r q - sqDist p r * sqDist q q * sqDist r p = _
  rw [self p, self q, self r, symm q p, symm r q, symm r p]
  ring

/-- The points (1,0), (-1,0), (0,1) lie on a circle and have a squared-distance matrix of
rank 3, which is `d + 1` for `d = 2`. -/
theorem circle_sharp :
    OnSphere (![![1, 0], ![-1, 0], ![0, 1]] : Fin 3 → Fin 2 → ℝ) ∧
      (distMatrix (![![1, 0], ![-1, 0], ![0, 1]] : Fin 3 → Fin 2 → ℝ)).rank = 3 := by
  constructor
  · refine ⟨0, 1, fun i => ?_⟩
    fin_cases i <;> norm_num [sqDist, Fin.sum_univ_two]
  · apply rank_three
    norm_num [Matrix.det_fin_three, distMatrix, sqDist, Fin.sum_univ_two]

end

end SquaredDistanceRank
```

The error:

```
Main.lean:47:2: error: unsolved goals
case right
⊢ ¬4 *
            ((-1 - vecCons 1 (fun i => vecCons (-1) (fun i => 0) i) 2) ^ 2 +
              vecCons 0 (fun i => vecCons 0 (fun i => 1) i) 2 ^ 2) *
          ((vecCons 1 (fun i => vecCons (-1) (fun i => 0) i) 2 - 1) ^ 2 +
            vecCons 0 (fun i => vecCons 0 (fun i => 1) i) 2 ^ 2) +
        ((1 - vecCons 1 (fun i => vecCons (-1) (fun i => 0) i) 2) ^ 2 +
              vecCons 0 (fun i => vecCons 0 (fun i => 1) i) 2 ^ 2) *
            4 *
          ((vecCons 1 (fun i => vecCons (-1) (fun i => 0) i) 2 + 1) ^ 2 +
            vecCons 0 (fun i => vecCons 0 (fun i => 1) i) 2 ^ 2) =
      0
```

The mended proof, as a diff:

```diff
@@ -46,5 +46,6 @@
     fin_cases i <;> norm_num [sqDist, Fin.sum_univ_two]
   · apply rank_three
-    norm_num [Matrix.det_fin_three, distMatrix, sqDist, Fin.sum_univ_two]
+    rw [det_three]
+    norm_num [sqDist, Fin.sum_univ_two]
 
 end
```

Cause. The error is in the second part: `norm_num` expanded the determinant but could not finish the arithmetic. What remains is the claim that a certain expression is not zero, and in it the coordinates of the third point are still unevaluated. The term `vecCons 1 (fun i => vecCons (-1) (fun i => 0) i) 2` is the list of first coordinates 1, -1, 0 read at index 2, so it is simply 0. But the coordinate index has been moved inside the list of points, leaving its tail as a function, and in this form the simplifier did not evaluate the entry at 2.

The repair first rewrites with `det_three`, which gives the determinant as twice the product of the three squared distances between `p`, `q` and `r`. The rewrite matches the three points directly, so nothing has to be looked up in the list of points. `norm_num` then only has to read two-component vectors, and finds 2 · 4 · 2 · 2 = 32, which is not zero. Dropping `Matrix.det_fin_three` and `distMatrix` from its list is mere tidying, since neither a determinant nor a `distMatrix` is left in the goal.
